# In an eigenstate, the f-sum for kinetic energy T(p) is half the mean of T″(p)

## Dipole strength in a band that is not parabolic

An electron near the bottom of a band is often given the kinetic energy p²/2, in units where ħ and the effective mass are 1. At larger momentum the band bends away from the parabola, and a first correction is

T(p) = p²/2 − c p⁴,

where the constant c measures the departure from parabolic dispersion; c > 0 flattens the band. For the parabola in a local potential, the dipole strength out of any eigenstate, weighted by the transition energy, adds up to 1/2. What does it add up to for another T?

The inverse effective mass at momentum p is T″(p), and its mean in the initial state takes the place of the constant 1. For one particle with polynomial T, a potential that commutes with position and a complete set of discrete eigenstates lying in a domain that x, p and V map into itself, a computed strength total should therefore be compared with half that mean, not with 1/2.

## The double commutator

Write [a,b] = ab − ba. Let x and p satisfy [x,p] = i, let V commute with x, and let H = T(p) + V. First,

[x,pⁿ⁺¹] = i(n+1)pⁿ.

For n = 0 this is the canonical relation. If it holds for n, the product rule gives

[x,pⁿ⁺¹p] = [x,pⁿ⁺¹]p + pⁿ⁺¹[x,p] = i(n+1)pⁿ⁺¹ + i pⁿ⁺¹ = i(n+2)pⁿ⁺¹.

Constants commute with x, so by linearity [x,T(p)] = iT′(p). Since [V,x] = 0,

[H,x] = −iT′(p),
[x,[H,x]] = −i · iT″(p) = T″(p).

For the quartic band T′(p) = p − 4c p³, and the double commutator is 1 − 12c p².

## Only degree at most two gives a number

Suppose q(p) = 0 for a polynomial q. Commuting with x gives iq′(p) = 0, so q′(p) = 0. By induction on the degree, q′ is the zero polynomial, so q is a constant; a constant that vanishes in a nontrivial algebra is 0. Hence p satisfies no nonzero polynomial equation. In particular, no finite matrices of nonzero size satisfy [x,p] = i.

If now T″(p) = μ for a number μ, then T″ = μ as polynomials. The coefficient t_N of T satisfies N(N−1)t_N = 0 for N ≥ 3, so T has degree at most two. Conversely, such a T has constant T″.

## From the commutator to the strength total

Let x and H be symmetric and Hψ = εψ with ε real. Expanding,

[x,[H,x]] = 2xHx − x²H − Hx².

By symmetry ⟨ψ,xHxψ⟩ = ⟨xψ,Hxψ⟩, while each of the other two terms has expectation value ε⟨xψ,xψ⟩. Therefore

⟨ψ,[x,[H,x]]ψ⟩ = 2⟨xψ,(H − ε)xψ⟩.

Take an orthonormal basis of eigenstates φₙ with energies Eₙ, and set v = (H − Eₘ)xφₘ. Symmetry of H gives ⟨φₙ,v⟩ = (Eₙ − Eₘ)⟨φₙ,xφₘ⟩, and Parseval's identity gives

Σₙ (Eₙ − Eₘ)|⟨φₙ,xφₘ⟩|² = ⟨xφₘ,v⟩ = ½⟨φₘ,T″(p)φₘ⟩.

For the quartic band with symmetric p and real c, the normalisation ‖φₘ‖ = 1 turns the right side into

½ − 6c‖pφₘ‖².

The total depends on the initial state through its mean square momentum.

## A check with numbers

Let x multiply polynomials in X by X, let p = −i d/dX, and take V = 0 and c = 1/100. Then H = −½ d²/dX² − (1/100) d⁴/dX⁴. On f = X²,

HX² = −1, HX³ = −3X, HX⁴ = −6X² − 0.24.

The double commutator gives

2x(HX³) − x²(HX²) − HX⁴ = −6X² + X² + 6X² + 0.24 = X² + 0.24.

The formula gives the same: p²X² = −2, so (1 − 0.12 p²)X² = X² + 0.24.

## How the Lean statements express this

`A` is any complex algebra, and `comm` is the commutator. `aeval p T` is T(p), and `hamiltonian T p V` is T(p) + V. The hypothesis `h` is the canonical relation with ħ = 1. `Commute V x` holds for a local potential; a nonlocal pseudopotential generally violates it. The degree criterion also requires `Nontrivial A`, since in the zero algebra everything is a number.

In the sum rules, `D` is a subspace of `K`, and x, p and V are linear maps from `D` to itself, so their products are defined without further domain conditions. The `HilbertBasis` `b` consists of the vectors `φ n`, which lie in `D`, and `hE` makes them eigenstates with real energies `E n`. `HasSum` says that the series converges, in any order, to the stated value. No factor 2 is included in the strengths, which is why the parabolic total is 1/2 and not 1.

The eigenbasis is assumed, so systems with a continuous spectrum are not covered. For c > 0 the assumptions are substantial, because the kinetic energy is then unbounded below. With V = x²/2, for instance, eigenfunctions fall off only like 1/|p| in momentum space, so pφₘ is not square-integrable and the quartic sum rule does not apply. With V = −x²/2 the assumptions do hold: in momentum space −H is then a particle in a confining quartic potential, whose eigenfunctions decay rapidly.

## A momentum-space version

Another model starts from wave functions of a real momentum k, with x = i d/dk and T a smooth function acting by multiplication. Then [x,T] = iT′ is the product rule, and kinetic energies that are not polynomials are admitted. The price is a fixed representation, in which a local potential is no longer a multiplication operator. The algebraic version needs only the commutation relations, but restricts T to polynomials.

## The complete file

```lean
import Mathlib

open Polynomial

namespace NonparabolicSumRule

noncomputable section

variable {A : Type*} [Ring A] [Algebra ℂ A]

/-- The commutator of two operators. -/
def comm (a b : A) : A := a * b - b * a

/-- The Hamiltonian with polynomial kinetic energy `T(p)` and potential `V`. -/
def hamiltonian (T : ℂ[X]) (p V : A) : A := aeval p T + V

/-- The kinetic energy `p²/2 - c p⁴` as a polynomial in the momentum. -/
def quarticBand (c : ℂ) : ℂ[X] := C (1 / 2) * X ^ 2 - C c * X ^ 4

/-- The commutator of position with a power of the momentum. -/
theorem comm_pow {x p : A} (h : comm x p = Complex.I • (1 : A)) (n : ℕ) :
    comm x (p ^ (n + 1)) = (Complex.I * ((n : ℂ) + 1)) • p ^ n := by
  induction n with
  | zero => simpa using h
  | succ n ih =>
    -- Leibniz rule for the commutator
    have e : comm x (p ^ (n + 1) * p)
        = comm x (p ^ (n + 1)) * p + p ^ (n + 1) * comm x p := by
      unfold comm
      noncomm_ring
    rw [pow_succ p (n + 1), e, ih, h, smul_mul_assoc, mul_smul_comm, mul_one,
      ← pow_succ, ← add_smul]
    congr 1
    push_cast
    ring

/-- The commutator of position with `T(p)` is `i T'(p)`. -/
theorem comm_kinetic {x p : A} (h : comm x p = Complex.I • (1 : A)) (T : ℂ[X]) :
    comm x (aeval p T) = Complex.I • aeval p (derivative T) := by
  induction T using Polynomial.induction_on' with
  | add f g hf hg =>
    have e : comm x (aeval p f + aeval p g)
        = comm x (aeval p f) + comm x (aeval p g) := by
      unfold comm
      noncomm_ring
    rw [map_add, e, hf, hg, derivative_add, map_add, smul_add]
  | monomial n a =>
    cases n with
    | zero => simp [comm, Algebra.algebraMap_eq_smul_one]
    | succ n =>
      have e : comm x (a • p ^ (n + 1)) = a • comm x (p ^ (n + 1)) := by
        simp only [comm, mul_smul_comm, smul_mul_assoc, smul_sub]
      rw [derivative_monomial, aeval_monomial, aeval_monomial, ← Algebra.smul_def,
        ← Algebra.smul_def, e, comm_pow h, smul_smul, smul_smul, Nat.add_sub_cancel]
      congr 1
      push_cast
      ring

/-- The double commutator of position with the Hamiltonian is `T''(p)`. -/
theorem double_commutator {x p V : A} (h : comm x p = Complex.I • (1 : A))
    (hV : Commute V x) (T : ℂ[X]) :
    comm x (comm (hamiltonian T p V) x) = aeval p (derivative (derivative T)) := by
  -- the potential drops out of the inner commutator
  have e : comm (hamiltonian T p V) x = -comm x (aeval p T) := by
    unfold comm hamiltonian
    rw [add_mul, mul_add, hV.eq]
    abel
  have e' (a : A) : comm x (-(Complex.I • a)) = -(Complex.I • comm x a) := by
    simp only [comm, mul_neg, neg_mul, mul_smul_comm, smul_mul_assoc, smul_sub]
    abel
  rw [e, comm_kinetic h, e', comm_kinetic h, smul_smul, Complex.I_mul_I, neg_smul,
    one_smul, neg_neg]

/-- For the kinetic energy `p²/2 - c p⁴` the double commutator is `1 - 12 c p²`. -/
theorem double_commutator_quartic {x p V : A} (h : comm x p = Complex.I • (1 : A))
    (hV : Commute V x) (c : ℂ) :
    comm x (comm (hamiltonian (quarticBand c) p V) x) = 1 - (12 * c) • p ^ 2 := by
  have h1 : (1 / 2 : ℂ) * ((2 : ℕ) : ℂ) * ((2 - 1 : ℕ) : ℂ) = 1 := by norm_num
  have h2 : c * ((4 : ℕ) : ℂ) * ((4 - 1 : ℕ) : ℂ) = 12 * c := by
    norm_num
    ring
  have d : derivative (derivative (quarticBand c)) = 1 - C (12 * c) * X ^ 2 := by
    rw [quarticBand, derivative_sub, derivative_C_mul_X_pow, derivative_C_mul_X_pow,
      derivative_sub, derivative_C_mul_X_pow, derivative_C_mul_X_pow, h1, h2]
    simp
  rw [double_commutator h hV, d]
  simp only [map_sub, map_one, map_mul, aeval_C, aeval_X, map_pow, Algebra.smul_def]

/-- A momentum conjugate to a position satisfies no nonzero polynomial equation. -/
theorem momentum_transcendental [Nontrivial A] {x p : A}
    (h : comm x p = Complex.I • (1 : A)) (q : ℂ[X]) (hq : aeval p q = 0) : q = 0 := by
  have base : ∀ r : ℂ[X], r.natDegree ≤ 0 → aeval p r = 0 → r = 0 := by
    intro r hr h0
    rw [eq_C_of_natDegree_le_zero hr, aeval_C] at h0
    have h1 : r.coeff 0 = 0 := (algebraMap ℂ A).injective (by rw [h0, map_zero])
    rw [eq_C_of_natDegree_le_zero hr, h1, C_0]
  have main : ∀ n : ℕ, ∀ r : ℂ[X], r.natDegree ≤ n → aeval p r = 0 → r = 0 := by
    intro n
    induction n with
    | zero => exact base
    | succ n ih =>
      intro r hr h0
      -- commuting with position differentiates the equation
      have h1 := comm_kinetic h r
      rw [h0] at h1
      have h2 : Complex.I • aeval p (derivative r) = 0 := by
        rw [← h1]
        simp [comm]
      have h3 := (smul_eq_zero.1 h2).resolve_left Complex.I_ne_zero
      have h4 := natDegree_derivative_le r
      have h5 := ih (derivative r) (by omega) h3
      exact base r (Polynomial.derivative_eq_zero.1 h5).le h0
  exact main _ q le_rfl hq

/-- The double commutator is a number exactly when the kinetic energy is a polynomial
of degree at most two in the momentum. -/
theorem double_commutator_scalar_iff [Nontrivial A] {x p V : A}
    (h : comm x p = Complex.I • (1 : A)) (hV : Commute V x) (T : ℂ[X]) :
    (∃ μ : ℂ, comm x (comm (hamiltonian T p V) x) = algebraMap ℂ A μ)
      ↔ T.natDegree ≤ 2 := by
  rw [double_commutator h hV]
  constructor
  · rintro ⟨μ, hμ⟩
    have h0 : derivative (derivative T) = C μ := by
      apply sub_eq_zero.1
      apply momentum_transcendental h
      rw [map_sub, aeval_C, hμ, sub_self]
    rw [natDegree_le_iff_coeff_eq_zero]
    intro N hN
    obtain ⟨k, rfl⟩ : ∃ k, N = k + 1 + 1 + 1 := ⟨N - 3, by omega⟩
    have h1 : (derivative (derivative T)).coeff (k + 1) = 0 := by
      rw [h0, coeff_C_succ]
    rw [coeff_derivative, coeff_derivative] at h1
    have h2 := (mul_eq_zero.1 h1).resolve_right (Nat.cast_add_one_ne_zero _)
    exact (mul_eq_zero.1 h2).resolve_right (Nat.cast_add_one_ne_zero _)
  · intro hT
    have h1 := natDegree_derivative_le T
    have h2 := natDegree_derivative_le (derivative T)
    refine ⟨(derivative (derivative T)).coeff 0, ?_⟩
    conv_lhs => rw [eq_C_of_natDegree_le_zero (p := derivative (derivative T)) (by omega)]
    rw [aeval_C]

/-- Multiplication by `X` and `-i d/dX` on polynomials satisfy the canonical relation, and
the potential `X²` commutes with position. -/
theorem canonical_witness :
    comm (LinearMap.mulLeft ℂ (X : ℂ[X]) : Module.End ℂ ℂ[X])
        ((-Complex.I) • (derivative : ℂ[X] →ₗ[ℂ] ℂ[X])) = Complex.I • 1 ∧
      Commute ((LinearMap.mulLeft ℂ (X : ℂ[X]) : Module.End ℂ ℂ[X]) ^ 2)
        (LinearMap.mulLeft ℂ (X : ℂ[X])) := by
  refine ⟨LinearMap.ext fun f => ?_, (Commute.refl _).pow_left 2⟩
  change X * ((-Complex.I) • derivative f) - (-Complex.I) • derivative (X * f)
    = Complex.I • f
  rw [derivative_mul, derivative_X, one_mul, mul_smul_comm]
  module

/-- In an eigenstate of `H`, the expectation value of the double commutator is twice the
matrix element of `H - ε` in the state `xψ`. -/
theorem expectation_double_commutator {F : Type*} [NormedAddCommGroup F]
    [InnerProductSpace ℂ F] {x H : Module.End ℂ F} (hx : LinearMap.IsSymmetric x)
    (hH : LinearMap.IsSymmetric H) {ψ : F} {ε : ℝ} (hψ : H ψ = (ε : ℂ) • ψ) :
    inner ℂ ψ (comm x (comm H x) ψ)
      = 2 * inner ℂ (x ψ) (H (x ψ) - (ε : ℂ) • x ψ) := by
  have e : comm x (comm H x) ψ
      = x (H (x ψ)) - x (x (H ψ)) - (H (x (x ψ)) - x (H (x ψ))) := by
    simp only [comm, LinearMap.sub_apply, Module.End.mul_apply, map_sub]
  have h1 : inner ℂ ψ (x (H (x ψ))) = inner ℂ (x ψ) (H (x ψ)) := (hx _ _).symm
  have h2 : inner ℂ ψ (x (x (H ψ))) = (ε : ℂ) * inner ℂ (x ψ) (x ψ) := by
    rw [hψ, map_smul, map_smul, inner_smul_right, ← hx ψ (x ψ)]
  have h3 : inner ℂ ψ (H (x (x ψ))) = (ε : ℂ) * inner ℂ (x ψ) (x ψ) := by
    rw [← hH ψ (x (x ψ)), hψ, inner_smul_left, Complex.conj_ofReal, ← hx ψ (x ψ)]
  rw [e]
  simp only [inner_sub_right, inner_smul_right, h1, h2, h3]
  ring

variable {K ι : Type*} [NormedAddCommGroup K] [InnerProductSpace ℂ K]
  {D : Submodule ℂ K}

/-- The f-sum rule for kinetic energy `T(p)`: the energy-weighted dipole strength from the
eigenstate `φ m` sums to half the expectation value of `T''(p)`. -/
theorem f_sum_rule (b : HilbertBasis ι ℂ K) (φ : ι → D) (hφ : ∀ n, b n = (φ n : K))
    {x p V : Module.End ℂ D} (h : comm x p = Complex.I • (1 : Module.End ℂ D))
    (hV : Commute V x) (T : ℂ[X]) (hx : LinearMap.IsSymmetric x)
    (hH : LinearMap.IsSymmetric (hamiltonian T p V)) (E : ι → ℝ)
    (hE : ∀ n, hamiltonian T p V (φ n) = (E n : ℂ) • φ n) (m : ι) :
    HasSum (fun n => ((E n : ℂ) - E m) * (‖inner ℂ (φ n) (x (φ m))‖ : ℂ) ^ 2)
      (1 / 2 * inner ℂ (φ m) (aeval p (derivative (derivative T)) (φ m))) := by
  set H := hamiltonian T p V with hHdef
  let v : D := H (x (φ m)) - (E m : ℂ) • x (φ m)
  have hs : 1 / 2 * inner ℂ (φ m) (aeval p (derivative (derivative T)) (φ m))
      = inner ℂ (x (φ m)) v := by
    rw [← double_commutator h hV T, ← hHdef, expectation_double_commutator hx hH (hE m)]
    ring
  -- Parseval's identity in the basis of eigenstates
  have hsum := b.hasSum_inner_mul_inner (x (φ m) : K) (v : K)
  rw [hs]
  suffices hterm : (fun n => ((E n : ℂ) - E m) * (‖inner ℂ (φ n) (x (φ m))‖ : ℂ) ^ 2)
      = fun n => inner ℂ (x (φ m) : K) (b n) * inner ℂ (b n) (v : K) by
    rw [hterm]
    exact hsum
  funext n
  rw [hφ n]
  change _ = inner ℂ (x (φ m)) (φ n) * inner ℂ (φ n) v
  have hv : inner ℂ (φ n) v = ((E n : ℂ) - E m) * inner ℂ (φ n) (x (φ m)) := by
    change inner ℂ (φ n) (H (x (φ m)) - (E m : ℂ) • x (φ m)) = _
    rw [inner_sub_right, ← hH (φ n) (x (φ m)), hE, inner_smul_left,
      Complex.conj_ofReal, inner_smul_right]
    ring
  rw [hv, ← inner_conj_symm (x (φ m)) (φ n), ← Complex.conj_mul']
  ring

/-- For the kinetic energy `p²/2 - c p⁴` the energy-weighted dipole strength from the
eigenstate `φ m` sums to `1/2 - 6 c ‖p φ m‖²`. -/
theorem f_sum_rule_quartic (b : HilbertBasis ι ℂ K) (φ : ι → D)
    (hφ : ∀ n, b n = (φ n : K)) {x p V : Module.End ℂ D}
    (h : comm x p = Complex.I • (1 : Module.End ℂ D)) (hV : Commute V x) (c : ℝ)
    (hx : LinearMap.IsSymmetric x) (hp : LinearMap.IsSymmetric p)
    (hH : LinearMap.IsSymmetric (hamiltonian (quarticBand c) p V)) (E : ι → ℝ)
    (hE : ∀ n, hamiltonian (quarticBand c) p V (φ n) = (E n : ℂ) • φ n) (m : ι) :
    HasSum (fun n => ((E n : ℂ) - E m) * (‖inner ℂ (φ n) (x (φ m))‖ : ℂ) ^ 2)
      (1 / 2 - 6 * (c : ℂ) * (‖p (φ m)‖ : ℂ) ^ 2) := by
  have hsum := f_sum_rule b φ hφ h hV (quarticBand c) hx hH E hE m
  rw [← double_commutator h hV, double_commutator_quartic h hV] at hsum
  have hn : ‖φ m‖ = 1 := by
    have h1 := b.orthonormal.1 m
    rw [hφ m] at h1
    exact h1
  have h1 : inner ℂ (φ m) (φ m) = (1 : ℂ) := by
    have h2 : inner ℂ (φ m) (φ m) = (‖φ m‖ : ℂ) ^ 2 := inner_self_eq_norm_sq_to_K _
    rw [h2, hn]
    norm_num
  have h2 : inner ℂ (φ m) (p (p (φ m))) = (‖p (φ m)‖ : ℂ) ^ 2 := by
    rw [← hp (φ m) (p (φ m))]
    exact inner_self_eq_norm_sq_to_K _
  have e : (1 - (12 * (c : ℂ)) • p ^ 2 : Module.End ℂ D) (φ m)
      = φ m - (12 * (c : ℂ)) • p (p (φ m)) := by
    rw [pow_two]
    rfl
  rw [e, inner_sub_right, inner_smul_right, h1, h2] at hsum
  convert hsum using 1
  ring

end

end NonparabolicSumRule
```

```lean
#print axioms NonparabolicSumRule.double_commutator_scalar_iff
#print axioms NonparabolicSumRule.f_sum_rule
#print axioms NonparabolicSumRule.f_sum_rule_quartic
```

```
'NonparabolicSumRule.double_commutator_scalar_iff' depends on axioms: [propext, Classical.choice, Quot.sound]
'NonparabolicSumRule.f_sum_rule' depends on axioms: [propext, Classical.choice, Quot.sound]
'NonparabolicSumRule.f_sum_rule_quartic' depends on axioms: [propext, Classical.choice, Quot.sound]
```

## How the proof follows the derivation

`comm_pow` is the induction on powers; its local equation `e` is the product rule, proved by `noncomm_ring`. `comm_kinetic` extends it to all polynomials with `Polynomial.induction_on'`, which asks for sums and for single monomials.

In `double_commutator`, the first `have` removes V from the inner commutator by means of `hV.eq`. Two uses of `comm_kinetic` then differentiate T twice, and `Complex.I_mul_I` supplies the sign. `double_commutator_quartic` computes the second derivative of `quarticBand c` and evaluates it at p.

`momentum_transcendental` does its induction on a bound for the degree. The claim `base` treats constants, and `main` passes from r to its derivative, whose degree is smaller. `double_commutator_scalar_iff` applies this to T″ − μ and compares coefficients: an index N above 2 is written as `k + 1 + 1 + 1`, and the nonzero factors produced by differentiation are cancelled.

`canonical_witness` verifies the canonical relation for the operators of the numerical check, and that the potential X² commutes with position. It concerns the algebraic relations only, with no inner product or eigenbasis.

`expectation_double_commutator` expands the double commutator in `e` and evaluates its matrix elements in `h1`, `h2` and `h3`, moving x and H across the inner product by symmetry. It does not require ψ to be normalised.

In `f_sum_rule`, `hs` rewrites the claimed total as ⟨xφₘ,v⟩, and `b.hasSum_inner_mul_inner` is Parseval's identity. What remains is to match the two series term by term: `hv` extracts the energy difference, and `Complex.conj_mul'`, used from right to left, writes the squared modulus as a number times its conjugate.

`f_sum_rule_quartic` inserts 1 − 12c p² into this result. It takes ‖φₘ‖ = 1 from the orthonormality of the basis and uses the symmetry of p to rewrite ⟨φₘ,p²φₘ⟩ as ‖pφₘ‖².
